# Static response from a finite system's imaginary-time correlator: the integral and the zero-frequency limit differ by an equal-energy term

A finite-temperature quantum Monte Carlo run gives a correlator C(τ) at imaginary times 0 ≤ τ ≤ β. A static quantity can be taken from it in two ways: integrate C over τ, or Fourier transform to nonzero Matsubara frequencies and extrapolate to zero. The mean of the observable is not subtracted from C here. For a Hermitian observable J on finitely many levels, with the extrapolation following the spectral formula L(w) below, the two results differ by β times the sum of p_n |J_nm|² over all ordered pairs n, m with equal energy, including n = m, where p_n is the thermal probability of level n. The difference can therefore be present without any degeneracy.

Let the levels have energies E_n, let J_nm be the matrix of J in the energy eigenbasis, and let β be the inverse temperature, with ħ = k_B = 1. The finite type `ι` labels the levels, so degenerate levels carry separate labels.

In Lean 4 with Mathlib:

```lean
import Mathlib

open Matrix Filter
open scoped Topology

namespace ImaginaryTimeCorrelations

noncomputable section

variable {ι : Type*} [Fintype ι]
```

## Gibbs weights and the response function

The thermal probability of level n is

p_n = exp(−βE_n) / Σ_k exp(−βE_k).

```lean
/-- Gibbs weight `p_n = exp(-β E_n) / Z` of level `n`. -/
def weight (β : ℝ) (E : ι → ℝ) (n : ι) : ℝ :=
  Real.exp (-β * E n) / ∑ k, Real.exp (-β * E k)
```

The response at imaginary frequency, often written χ(iw), is called L here:

L(w) = Σ_{n,m} (p_n − p_m) |J_nm|² / (E_m − E_n − iw).

The sum runs over ordered pairs, including n = m. The argument w is any nonzero real number, so L also interpolates between Matsubara frequencies.

```lean
/-- The response `L(w) = ∑ (p_n - p_m) |J_nm|² / (E_m - E_n - i w)`, meant for real `w ≠ 0`. -/
def response (β : ℝ) (E : ι → ℝ) (J : Matrix ι ι ℂ) (w : ℝ) : ℂ :=
  ∑ n, ∑ m, (((weight β E n - weight β E m) * ‖J n m‖ ^ 2 : ℝ) : ℂ) /
    (((E m - E n : ℝ) : ℂ) - Complex.I * (w : ℂ))
```

Setting w = 0 in the terms with E_n ≠ E_m, and leaving out the others, gives the static response S. It is the zero-frequency limit of the Kubo response, in which the system evolves without a heat bath:

S = Σ_{E_n≠E_m} (p_n − p_m) |J_nm|² / (E_m − E_n).

```lean
/-- The static response: the sum of `(p_n - p_m) |J_nm|² / (E_m - E_n)` over pairs of levels
with different energies. -/
def staticResponse (β : ℝ) (E : ι → ℝ) (J : Matrix ι ι ℂ) : ℝ :=
  ∑ n, ∑ m, if E n = E m then 0 else
    (weight β E n - weight β E m) * ‖J n m‖ ^ 2 / (E m - E n)
```

The omitted pairs enter through a separate quantity,

Z₀ = Σ_{E_n=E_m} p_n |J_nm|²,

which contains all diagonal elements and any off-diagonal elements within a degenerate multiplet. Because the mean of J is not subtracted, Z₀ is a part of ⟨J²⟩ and not of the variance. It is not the partition function.

```lean
/-- The equal-energy part of the fluctuations: the sum of `p_n |J_nm|²` over `E_n = E_m`. -/
def zeroMode (β : ℝ) (E : ι → ℝ) (J : Matrix ι ι ℂ) : ℝ :=
  ∑ n, ∑ m, if E n = E m then weight β E n * ‖J n m‖ ^ 2 else 0
```

The bosonic Matsubara frequencies are w_k = 2πk/β with integer k.

```lean
/-- The bosonic Matsubara frequency `2πk/β`, for `β ≠ 0`. -/
def matsubara (β : ℝ) (k : ℤ) : ℝ := 2 * Real.pi * k / β
```

## One pair of levels

Multiplying p_n by exp(β(E_n − E_m)) replaces E_n by E_m in the Boltzmann factor and leaves the normalisation alone:

p_n exp(β(E_n − E_m)) = p_m.

```lean
/-- Detailed balance of the Gibbs weights: `p_n exp(β(E_n - E_m)) = p_m`. -/
theorem detailed_balance (β : ℝ) (E : ι → ℝ) (n m : ι) :
    weight β E n * Real.exp (β * (E n - E m)) = weight β E m := by
  unfold weight
  rw [div_mul_eq_mul_div, ← Real.exp_add]
  congr 2
  ring
```

Now take a frequency with exp(iwβ) = 1 and let c = E_n − E_m + iw be nonzero. Then

p_n ∫₀^β exp(cτ) dτ = p_n (exp(cβ) − 1)/c = (p_m − p_n)/c = (p_n − p_m)/(E_m − E_n − iw).

After multiplication by |J_nm|², this is the pair's term in L(w). In the proof, `he` removes the Fourier phase at τ = β, `hs` applies detailed balance, and `hd` reverses the sign of the denominator. The lemma also admits w = 0 when the energies differ.

```lean
/-- If `exp(iwβ) = 1` and `E_n - E_m + iw ≠ 0`, then `p_n |J_nm|²` times the integral of
`exp((E_n - E_m + iw)τ)` over `τ` from `0` to `β` is the term of the pair `n, m` in `L(w)`. -/
theorem pair_integral (β : ℝ) (E : ι → ℝ) (J : Matrix ι ι ℂ) (w : ℝ)
    (hw : Complex.exp (Complex.I * (w : ℂ) * (β : ℂ)) = 1) (n m : ι)
    (hc : ((E n - E m : ℝ) : ℂ) + Complex.I * (w : ℂ) ≠ 0) :
    ((weight β E n * ‖J n m‖ ^ 2 : ℝ) : ℂ) * ∫ τ in (0 : ℝ)..β,
        Complex.exp ((((E n - E m : ℝ) : ℂ) + Complex.I * (w : ℂ)) * (τ : ℂ)) =
      (((weight β E n - weight β E m) * ‖J n m‖ ^ 2 : ℝ) : ℂ) /
        (((E m - E n : ℝ) : ℂ) - Complex.I * (w : ℂ)) := by
  have he : Complex.exp ((((E n - E m : ℝ) : ℂ) + Complex.I * (w : ℂ)) * (β : ℂ)) =
      ((Real.exp (β * (E n - E m)) : ℝ) : ℂ) := by
    rw [add_mul, Complex.exp_add, hw, mul_one, Complex.ofReal_exp]
    congr 1
    push_cast
    ring
  have hs : (weight β E n : ℂ) * ((Real.exp (β * (E n - E m)) : ℝ) : ℂ) = weight β E m := by
    rw [← Complex.ofReal_mul, detailed_balance]
  have hd : ((E m - E n : ℝ) : ℂ) - Complex.I * (w : ℂ) =
      -(((E n - E m : ℝ) : ℂ) + Complex.I * (w : ℂ)) := by
    push_cast
    ring
  rw [integral_exp_mul_complex hc, he, Complex.ofReal_zero, mul_zero, Complex.exp_zero, hd,
    div_neg, ← neg_div, ← mul_div_assoc]
  congr 1
  simp only [Complex.ofReal_mul, Complex.ofReal_sub]
  linear_combination ((‖J n m‖ ^ 2 : ℝ) : ℂ) * hs
```

## The limit of L at zero frequency

If E_n = E_m, then p_n = p_m and the term in L(w) is zero for every w ≠ 0. If E_n ≠ E_m, the denominator stays away from zero near w = 0 and the term is continuous there. Adding finitely many limits gives

L(w) → S as w → 0, w ≠ 0.

The filter `𝓝[≠] 0` expresses the approach through nonzero real values. The proof splits on `E n = E m` in the same way.

```lean
/-- As `w → 0` through nonzero real values, `L(w)` tends to the static response. -/
theorem response_tendsto (β : ℝ) (E : ι → ℝ) (J : Matrix ι ι ℂ) :
    Tendsto (fun w => response β E J w) (𝓝[≠] 0) (𝓝 (staticResponse β E J : ℂ)) := by
  unfold response staticResponse
  simp only [Complex.ofReal_sum]
  refine tendsto_finsetSum _ fun n _ => tendsto_finsetSum _ fun m _ => ?_
  by_cases h : E n = E m
  · -- equal energies have equal weights, so the term vanishes
    have hp : weight β E n = weight β E m := by simp only [weight, h]
    simp [h, hp]
  · have hne : ((E m - E n : ℝ) : ℂ) - Complex.I * ((0 : ℝ) : ℂ) ≠ 0 := by
      rw [Complex.ofReal_zero, mul_zero, sub_zero]
      exact Complex.ofReal_ne_zero.mpr (sub_ne_zero.mpr (Ne.symm h))
    have hcont : ContinuousAt (fun w : ℝ =>
        (((weight β E n - weight β E m) * ‖J n m‖ ^ 2 : ℝ) : ℂ) /
          (((E m - E n : ℝ) : ℂ) - Complex.I * (w : ℂ))) 0 :=
      ContinuousAt.div continuousAt_const (by fun_prop) hne
    have ht := hcont.tendsto.mono_left (nhdsWithin_le_nhds (s := {0}ᶜ))
    rw [Complex.ofReal_zero, mul_zero, sub_zero, ← Complex.ofReal_div] at ht
    rw [if_neg h]
    exact ht
```

## From the trace to exponentials

In the energy eigenbasis H is diagonal, and so is exp(tH), with entries exp(tE_n).

```lean
variable [DecidableEq ι]

/-- The operator `exp(t H)` for the Hamiltonian `H = diag(E_n)`. -/
def propagator (E : ι → ℝ) (t : ℝ) : Matrix ι ι ℂ :=
  diagonal fun n => ((Real.exp (t * E n) : ℝ) : ℂ)
```

The correlator is defined as a trace with the Gibbs state ρ = diag(p_n):

C(τ) = tr(ρ exp(τH) J exp(−τH) J).

The mean of J is not subtracted.

```lean
/-- Imaginary-time correlator `C(τ) = tr(ρ exp(τH) J exp(-τH) J)` in the Gibbs state `ρ`. -/
def correlator (β : ℝ) (E : ι → ℝ) (J : Matrix ι ι ℂ) (τ : ℝ) : ℂ :=
  trace (diagonal (fun n => ((weight β E n : ℝ) : ℂ)) *
    (propagator E τ * J * propagator E (-τ)) * J)
```

Writing out the trace gives the sum over n and m of p_n exp(τE_n) J_nm exp(−τE_m) J_mn. Hermiticity means J_mn is the complex conjugate of J_nm, hence

C(τ) = Σ_{n,m} p_n exp(τ(E_n − E_m)) |J_nm|².

The hypothesis `J.IsHermitian` enters the proof at this point, through `hJ.apply m n`.

```lean
/-- Spectral form of the correlator of a Hermitian `J`:
`C(τ) = ∑ p_n exp(τ(E_n - E_m)) |J_nm|²`. -/
theorem correlator_spectral (β : ℝ) (E : ι → ℝ) {J : Matrix ι ι ℂ} (hJ : J.IsHermitian)
    (τ : ℝ) : correlator β E J τ =
      ∑ n, ∑ m, ((weight β E n * Real.exp (τ * (E n - E m)) * ‖J n m‖ ^ 2 : ℝ) : ℂ) := by
  unfold correlator propagator
  rw [Matrix.trace]
  refine Finset.sum_congr rfl fun n _ => ?_
  rw [Matrix.diag_apply, Matrix.mul_apply]
  refine Finset.sum_congr rfl fun m _ => ?_
  rw [diagonal_mul, mul_diagonal, diagonal_mul, ← hJ.apply m n]
  -- `J m n` is now `star (J n m)`, and its product with `J n m` is the squared modulus
  have h : J n m * star (J n m) = ((‖J n m‖ ^ 2 : ℝ) : ℂ) := by
    rw [Complex.star_def, Complex.mul_conj, Complex.normSq_eq_norm_sq]
  have he : Real.exp (τ * (E n - E m)) = Real.exp (τ * E n) * Real.exp (-τ * E m) := by
    rw [← Real.exp_add]
    congr 1
    ring
  rw [he]
  simp only [Complex.ofReal_mul]
  linear_combination ((weight β E n : ℂ) * ((Real.exp (τ * E n) : ℝ) : ℂ) *
    ((Real.exp (-τ * E m) : ℝ) : ℂ)) * h
```

Multiplying by exp(iwτ) and exchanging the finite sums with the integral gives

∫₀^β exp(iwτ) C(τ) dτ = Σ_{n,m} p_n |J_nm|² ∫₀^β exp((E_n − E_m + iw)τ) dτ.

The identity `key` combines the exponentials under the integral; continuity of the integrands justifies the exchange.

```lean
/-- For Hermitian `J`, the Fourier integral of the correlator is a sum of one exponential
integral for each pair of levels. -/
theorem fourier_spectral (β : ℝ) (E : ι → ℝ) {J : Matrix ι ι ℂ} (hJ : J.IsHermitian) (w : ℝ) :
    ∫ τ in (0 : ℝ)..β, Complex.exp (Complex.I * (w : ℂ) * (τ : ℂ)) * correlator β E J τ =
      ∑ n, ∑ m, ((weight β E n * ‖J n m‖ ^ 2 : ℝ) : ℂ) * ∫ τ in (0 : ℝ)..β,
        Complex.exp ((((E n - E m : ℝ) : ℂ) + Complex.I * (w : ℂ)) * (τ : ℂ)) := by
  have key : ∀ τ : ℝ, Complex.exp (Complex.I * (w : ℂ) * (τ : ℂ)) * correlator β E J τ =
      ∑ n, ∑ m, ((weight β E n * ‖J n m‖ ^ 2 : ℝ) : ℂ) *
        Complex.exp ((((E n - E m : ℝ) : ℂ) + Complex.I * (w : ℂ)) * (τ : ℂ)) := by
    intro τ
    rw [correlator_spectral β E hJ, Finset.mul_sum]
    refine Finset.sum_congr rfl fun n _ => ?_
    rw [Finset.mul_sum]
    refine Finset.sum_congr rfl fun m _ => ?_
    have h : Complex.exp ((((E n - E m : ℝ) : ℂ) + Complex.I * (w : ℂ)) * (τ : ℂ)) =
        Complex.exp (Complex.I * (w : ℂ) * (τ : ℂ)) *
          ((Real.exp (τ * (E n - E m)) : ℝ) : ℂ) := by
      rw [Complex.ofReal_exp, ← Complex.exp_add]
      congr 1
      push_cast
      ring
    rw [h]
    simp only [Complex.ofReal_mul]
    ring
  simp only [key]
  -- exchange the finite sums with the integral
  rw [intervalIntegral.integral_finsetSum fun n _ => Continuous.intervalIntegrable
    (continuous_finsetSum _ fun m _ => by fun_prop) _ _]
  refine Finset.sum_congr rfl fun n _ => ?_
  rw [intervalIntegral.integral_finsetSum fun m _ => Continuous.intervalIntegrable
    (by fun_prop) _ _]
  exact Finset.sum_congr rfl fun m _ => intervalIntegral.integral_const_mul _ _
```

## Nonzero Matsubara frequencies

For β > 0 and k ≠ 0, the frequency w_k is nonzero and exp(iw_kβ) = exp(2πik) = 1. The exponent E_n − E_m + iw_k has a nonzero imaginary part, so the pair formula holds even for equal energies. Summing over pairs gives

∫₀^β exp(iw_kτ) C(τ) dτ = L(w_k).

```lean
/-- For `β > 0` and Hermitian `J`, the Fourier integral of `C` over `[0, β]` at a nonzero
Matsubara frequency is the response `L` at that frequency. -/
theorem fourier_eq_response {β : ℝ} (hβ : 0 < β) (E : ι → ℝ) {J : Matrix ι ι ℂ}
    (hJ : J.IsHermitian) {k : ℤ} (hk : k ≠ 0) :
    ∫ τ in (0 : ℝ)..β, Complex.exp (Complex.I * (matsubara β k : ℂ) * (τ : ℂ)) *
      correlator β E J τ = response β E J (matsubara β k) := by
  have h0 : matsubara β k ≠ 0 :=
    div_ne_zero (mul_ne_zero (mul_ne_zero two_ne_zero Real.pi_ne_zero)
      (Int.cast_ne_zero.mpr hk)) hβ.ne'
  have h1 : matsubara β k * β = 2 * Real.pi * k := div_mul_cancel₀ _ hβ.ne'
  have h2 : (matsubara β k : ℂ) * (β : ℂ) = 2 * (Real.pi : ℂ) * (k : ℂ) := by
    exact_mod_cast h1
  -- the Fourier phase is periodic on the thermal circle
  have hw : Complex.exp (Complex.I * (matsubara β k : ℂ) * (β : ℂ)) = 1 := by
    rw [← Complex.exp_int_mul_two_pi_mul_I k]
    congr 1
    linear_combination Complex.I * h2
  rw [fourier_spectral β E hJ]
  refine Finset.sum_congr rfl fun n _ => Finset.sum_congr rfl fun m _ =>
    pair_integral β E J _ hw n m fun h => h0 ?_
  simpa using congrArg Complex.im h
```

## Zero frequency

At w = 0, pairs with different energies still obey the pair formula and add up to S. A pair with equal energies has a constant integrand and contributes βp_n |J_nm|². Therefore

∫₀^β C(τ) dτ = S + βZ₀.

```lean
/-- For Hermitian `J`, the integral of `C` over `[0, β]` is the static response plus `β` times
the equal-energy part. -/
theorem integral_correlator (β : ℝ) (E : ι → ℝ) {J : Matrix ι ι ℂ} (hJ : J.IsHermitian) :
    ∫ τ in (0 : ℝ)..β, correlator β E J τ =
      (staticResponse β E J : ℂ) + (β : ℂ) * (zeroMode β E J : ℂ) := by
  have h0 : ∫ τ in (0 : ℝ)..β, correlator β E J τ = ∫ τ in (0 : ℝ)..β,
      Complex.exp (Complex.I * ((0 : ℝ) : ℂ) * (τ : ℂ)) * correlator β E J τ := by simp
  rw [h0, fourier_spectral β E hJ]
  unfold staticResponse zeroMode
  simp only [Complex.ofReal_sum, Finset.mul_sum, ← Finset.sum_add_distrib]
  refine Finset.sum_congr rfl fun n _ => Finset.sum_congr rfl fun m _ => ?_
  by_cases h : E n = E m
  · -- the integrand is `1`, so the integral is `β`
    have hi : ∫ τ in (0 : ℝ)..β, Complex.exp
        ((((E n - E m : ℝ) : ℂ) + Complex.I * ((0 : ℝ) : ℂ)) * (τ : ℂ)) = (β : ℂ) := by
      simp [h]
    rw [hi, if_pos h, if_pos h, Complex.ofReal_zero, zero_add, mul_comm]
  · have hc : ((E n - E m : ℝ) : ℂ) + Complex.I * ((0 : ℝ) : ℂ) ≠ 0 := by
      rw [Complex.ofReal_zero, mul_zero, add_zero]
      exact Complex.ofReal_ne_zero.mpr (sub_ne_zero.mpr h)
    rw [pair_integral β E J 0 (by simp) n m hc, if_neg h, if_neg h, Complex.ofReal_zero,
      mul_zero, mul_zero, sub_zero, add_zero, ← Complex.ofReal_div]
```

Subtracting L(w) and using L(w) → S gives

∫₀^β C(τ) dτ − L(w) → βZ₀ as w → 0, w ≠ 0.

```lean
/-- For Hermitian `J`, the integral of `C` minus `L(w)` tends, as `w → 0` through nonzero real
values, to `β` times the sum of `p_n |J_nm|²` over `E_n = E_m`. -/
theorem zero_frequency_anomaly (β : ℝ) (E : ι → ℝ) {J : Matrix ι ι ℂ} (hJ : J.IsHermitian) :
    Tendsto (fun w => (∫ τ in (0 : ℝ)..β, correlator β E J τ) - response β E J w)
      (𝓝[≠] 0) (𝓝 ((β : ℂ) * (zeroMode β E J : ℂ))) := by
  have h := (response_tendsto β E J).const_sub (∫ τ in (0 : ℝ)..β, correlator β E J τ)
  have hv : (∫ τ in (0 : ℝ)..β, correlator β E J τ) - (staticResponse β E J : ℂ) =
      (β : ℂ) * (zeroMode β E J : ℂ) := by
    rw [integral_correlator β E hJ]
    ring
  rwa [hv] at h
```

For β > 0, the two static results agree exactly when Z₀ = 0. Every weight p_n is positive and every term of Z₀ is nonnegative, so this happens exactly when J_nm = 0 for all n, m with E_n = E_m, diagonal elements included. In the forward direction, uniqueness of limits gives βZ₀ = 0, and the vanishing sum is then taken apart term by term. Conversely, if these matrix elements vanish, the integral equals S, which is the limit of L.

```lean
/-- For `β > 0` and Hermitian `J`, `L(w)` tends to the integral of `C` as `w → 0`, `w ≠ 0`,
exactly when `J_nm = 0` for all `n, m` with `E_n = E_m`, including `n = m`. -/
theorem no_anomaly_iff {β : ℝ} (hβ : 0 < β) (E : ι → ℝ) {J : Matrix ι ι ℂ}
    (hJ : J.IsHermitian) :
    Tendsto (fun w => response β E J w) (𝓝[≠] 0)
      (𝓝 (∫ τ in (0 : ℝ)..β, correlator β E J τ)) ↔ ∀ n m, E n = E m → J n m = 0 := by
  have hp : ∀ n, 0 < weight β E n := fun n => div_pos (Real.exp_pos _)
    (Finset.sum_pos (fun k _ => Real.exp_pos _) ⟨n, Finset.mem_univ n⟩)
  have hnn : ∀ n m, 0 ≤ if E n = E m then weight β E n * ‖J n m‖ ^ 2 else 0 := by
    intro n m
    split_ifs
    · exact mul_nonneg (hp n).le (sq_nonneg _)
    · exact le_rfl
  constructor
  · intro ht n m hE
    have hu := tendsto_nhds_unique ht (response_tendsto β E J)
    rw [integral_correlator β E hJ, add_eq_left] at hu
    have hz : zeroMode β E J = 0 := Complex.ofReal_eq_zero.mp
      ((mul_eq_zero.mp hu).resolve_left (Complex.ofReal_ne_zero.mpr hβ.ne'))
    unfold zeroMode at hz
    -- a vanishing sum of nonnegative terms vanishes term by term
    have h1 := (Finset.sum_eq_zero_iff_of_nonneg
      (fun n _ => Finset.sum_nonneg fun m _ => hnn n m)).mp hz n (Finset.mem_univ n)
    have h2 := (Finset.sum_eq_zero_iff_of_nonneg
      (fun m _ => hnn n m)).mp h1 m (Finset.mem_univ m)
    rw [if_pos hE] at h2
    simpa [(hp n).ne'] using h2
  · intro h
    have hz : zeroMode β E J = 0 := by
      refine Finset.sum_eq_zero fun n _ => Finset.sum_eq_zero fun m _ => ?_
      split_ifs with hE
      · simp [h n m hE]
      · rfl
    rw [integral_correlator β E hJ, hz, Complex.ofReal_zero, mul_zero, add_zero]
    exact response_tendsto β E J

end

end ImaginaryTimeCorrelations
```

```lean
#print axioms ImaginaryTimeCorrelations.fourier_eq_response
#print axioms ImaginaryTimeCorrelations.integral_correlator
#print axioms ImaginaryTimeCorrelations.zero_frequency_anomaly
#print axioms ImaginaryTimeCorrelations.no_anomaly_iff
```

```
'ImaginaryTimeCorrelations.fourier_eq_response' depends on axioms: [propext, Classical.choice, Quot.sound]
'ImaginaryTimeCorrelations.integral_correlator' depends on axioms: [propext, Classical.choice, Quot.sound]
'ImaginaryTimeCorrelations.zero_frequency_anomaly' depends on axioms: [propext, Classical.choice, Quot.sound]
'ImaginaryTimeCorrelations.no_anomaly_iff' depends on axioms: [propext, Classical.choice, Quot.sound]
```

## One level and two levels

With a single level and J = j real, C(τ) = j² at all times. The integral is βj², while L(w) = 0 for every w ≠ 0; the entire integral is the equal-energy term.

For two levels, take β = 1, E_1 = 0 and E_2 = ln 2, so p_1 = 2/3 and p_2 = 1/3. Let J_11 = J_12 = J_21 = 1 and J_22 = −1. Then

C(τ) = 1 + (2/3)·2^(−τ) + (1/3)·2^τ,

S = 2/(3 ln 2) ≈ 0.962, Z₀ = 2/3 + 1/3 = 1.

The integral of C is about 1.962, and L(w) tends to 0.962. Subtracting the mean ⟨J⟩ = 1/3 from J lowers Z₀ to 1 − 1/9 = 8/9, so centring the observable does not remove the difference here.

## Use with simulation data

For finite-level models, the result tells a simulator which static quantity a procedure targets: integrating C keeps the equal-energy term, and following L(w) to zero leaves it out. If a static field f enters as H − fJ, the isothermal susceptibility ∂⟨J⟩/∂f at f = 0 is the integral of C minus β⟨J⟩², so the mean has to be subtracted when that quantity is wanted. The step to an actual run is the identification of the sampled correlator, with its statistical errors and any time-step error, with the exact trace C(τ). At fixed β the data also supply L only at discrete nonzero w_k, in practice at finitely many of them and with errors, so an extrapolation to w = 0 relies on an assumed form of L.
